# Two suitably chosen smoothing steps beat the best repeated step on every eigenvalue band $[a,b]$ with $0<a<b$

In a real-space multigrid solver for the Hartree potential, the error can be smoothed by a few damped sweeps on the fine grid before the residual is passed to a coarser one. Each of these sweeps has a step length to be chosen. If two sweeps are planned and the error components to be damped have eigenvalues between $a$ and $b$, the result below gives the two steps with the smallest worst-case factor over the whole interval $[a,b]$. The model is a linear equation with a known positive band; grid transfer and coarse-grid correction are left out.

## The best pair of steps from three points of the band

Let $Au=f$, and let the current approximation be $u+v$, where the error $v$ satisfies $Av=xv$. A sweep with step $r$ adds $r$ times the residual:

$$u+v+r\bigl(f-A(u+v)\bigr)=u+(1-rx)v.$$

A second sweep, with step $s$, leaves the error $d(x)v$, where $d(x)=(1-rx)(1-sx)$. The claim is that, for $0<a<b$,

$$\min_{r,s}\max_{a\le x\le b}|d(x)|=\frac{(b-a)^2}{D},\qquad D=a^2+6ab+b^2.$$

**Lower bound.** Whatever the steps, $d$ is a polynomial of degree at most two with $d(0)=1$. Its values at the ends and the middle of the band therefore satisfy

$$b(a+b)\,d(a)-4ab\,d\!\left(\tfrac{a+b}{2}\right)+a(a+b)\,d(b)=(b-a)^2.$$

To check this, write $d(x)=1-(r+s)x+rsx^2$. The constant terms give $(a+b)^2-4ab=(b-a)^2$. The coefficient of $-(r+s)$ is $ab(a+b)(1-2+1)=0$, and that of $rs$ is $ab(a+b)\bigl(a-(a+b)+b\bigr)=0$. If $|d|\le M$ on the band, the triangle inequality gives

$$(b-a)^2\le\bigl((a+b)^2+4ab\bigr)M=DM.$$

**Attainment.** Choose $r+s=8(a+b)/D$ and $rs=8/D$. Then

$$D\,d(x)=D-8(a+b)x+8x^2=2(a+b-2x)^2-(b-a)^2.$$

On the band $0\le(a+b-2x)^2\le(b-a)^2$, so $|D\,d(x)|\le(b-a)^2$, with equality at $x=a$. This is a shifted and scaled Chebyshev polynomial of degree two. The steps are real, since $(r+s)^2-4rs=32(b-a)^2/D^2$, and they are

$$\frac{4(a+b)\mp2\sqrt2\,(b-a)}{D}.$$

**Uniqueness.** If $M=(b-a)^2/D$ is reached, every estimate in the lower bound is an equality. As the weights are positive, $d(a)=d(b)=M$. Subtracting and dividing by $b-a$ gives $r+s=rs(a+b)$. Then $d(a)=1-rs\,ab=M$, so

$$rs=\frac{D-(b-a)^2}{abD}=\frac8D.$$

Sum and product fix the pair up to order.

**Equal steps.** Put $p=1-ra$ and $q=1-rb$, so that $bp-aq=b-a$. If $p^2,q^2\le M$, then

$$(b-a)^2\le(bp-aq)^2+ab(p+q)^2=b(a+b)p^2+a(a+b)q^2\le(a+b)^2M.$$

The step $r=2/(a+b)$ gives $d(x)=\bigl((a+b-2x)/(a+b)\bigr)^2$, whose maximum is $\bigl((b-a)/(b+a)\bigr)^2$. Since $D=(a+b)^2+4ab$, the two-step optimum is strictly smaller. Both schemes apply $A$ twice.

## Sweeps and worst damping in Lean

```lean
import Mathlib

open Set

namespace TwoStepSmoothing

noncomputable section
```

The space `V` is any real vector space, and `A` is a linear map on it. Neither symmetry nor finite dimension is assumed.

```lean
/-- One smoothing sweep with step `r` for the equation `A u = f`: the residual, scaled by `r`,
is added to the current approximation. -/
def sweep {V : Type*} [AddCommGroup V] [Module ℝ V] (A : V →ₗ[ℝ] V) (f : V) (r : ℝ) (u : V) : V :=
  u + r • (f - A u)
```

The function $d(x)$ is `damping r s x`.

```lean
/-- The damping factor of two sweeps with steps `r` and `s` at eigenvalue `x`. -/
def damping (r s x : ℝ) : ℝ := (1 - r * x) * (1 - s * x)
```

`IsGreatest` requires `M` to be an upper bound that is attained somewhere on the closed interval `Icc a b`. A continuous function on such an interval has a maximum, so each pair of steps has its `M`.

```lean
/-- `M` is the maximum of the absolute damping factor over the band `[a, b]` of eigenvalues. -/
def IsWorstDamping (a b r s M : ℝ) : Prop :=
  IsGreatest ((fun x => |damping r s x|) '' Icc a b) M
```

The two optimal steps are defined by their closed forms.

```lean
/-- The shorter Chebyshev step for the band `[a, b]`, with `0 < a < b`. -/
def shortStep (a b : ℝ) : ℝ :=
  (4 * (a + b) - 2 * √2 * (b - a)) / (a ^ 2 + 6 * a * b + b ^ 2)

/-- The longer Chebyshev step for the band `[a, b]`, with `0 < a < b`. -/
def longStep (a b : ℝ) : ℝ :=
  (4 * (a + b) + 2 * √2 * (b - a)) / (a ^ 2 + 6 * a * b + b ^ 2)
```

The next theorem connects the polynomial with the solver, for a single eigenmode. The local statement `step` treats one sweep on an error of amplitude `c`; using it twice gives the product. How the norm of a general error decreases also depends on how the eigenmodes combine, which the theorem does not address.

```lean
/-- If `u` solves `A u = f` and the error `v` is an eigenmode of `A` with eigenvalue `x`, then
two sweeps with steps `r` and `s` multiply the error by the damping factor. -/
theorem two_sweeps {V : Type*} [AddCommGroup V] [Module ℝ V] (A : V →ₗ[ℝ] V) (f u v : V)
    (r s x : ℝ) (hu : A u = f) (hv : A v = x • v) :
    sweep A f s (sweep A f r (u + v)) = u + damping r s x • v := by
  -- a single sweep multiplies the amplitude of the mode by `1 - t x`
  have step : ∀ t c : ℝ, sweep A f t (u + c • v) = u + ((1 - t * x) * c) • v := by
    intro t c
    simp only [sweep, map_add, map_smul, hu, hv]
    module
  have h := step r 1
  rw [one_smul ℝ v] at h
  rw [h, step]
  unfold damping
  module
```

A two-point grid operator supplies a concrete instance of the hypotheses, with eigenvalue 3.

```lean
/-- For the two-point grid operator with rows `(2, -1)` and `(-1, 2)`, the vector `(1, 1)` solves
the equation with right side `(1, 1)`, and `(1, -1)` is an eigenmode with eigenvalue `3`. -/
theorem two_sweeps_witness :
    Matrix.toLin' !![(2 : ℝ), -1; -1, 2] ![1, 1] = ![1, 1] ∧
    Matrix.toLin' !![(2 : ℝ), -1; -1, 2] ![1, -1] = (3 : ℝ) • ![1, -1] := by
  constructor <;> ext i <;> fin_cases i <;>
    simp [Matrix.toLin'_apply, Matrix.mulVec, dotProduct, Fin.sum_univ_succ] <;> norm_num
```

## The optimum and its uniqueness in Lean

The three-point relation is a polynomial identity, valid for all real arguments, and `ring` proves it.

```lean
/-- The damping factors at the two ends and the middle of the band obey a linear relation that
does not depend on the steps. -/
theorem three_point_identity (a b r s : ℝ) :
    b * (a + b) * damping r s a - 4 * a * b * damping r s ((a + b) / 2)
      + a * (a + b) * damping r s b = (b - a) ^ 2 := by
  unfold damping
  ring
```

The product of the steps needs $(\sqrt2)^2=2$, supplied as `h2`.

```lean
/-- The sum and the product of the two Chebyshev steps, for positive `a` and `b`. -/
theorem steps_sum_prod {a b : ℝ} (ha : 0 < a) (hb : 0 < b) :
    shortStep a b + longStep a b = 8 * (a + b) / (a ^ 2 + 6 * a * b + b ^ 2) ∧
    shortStep a b * longStep a b = 8 / (a ^ 2 + 6 * a * b + b ^ 2) := by
  have hD : a ^ 2 + 6 * a * b + b ^ 2 ≠ 0 := by positivity
  have h2 : √2 ^ 2 = (2 : ℝ) := Real.sq_sqrt (by norm_num)
  unfold shortStep longStep
  constructor
  · ring
  · rw [div_mul_div_comm, div_eq_div_iff (mul_ne_zero hD hD) hD]
    linear_combination (-4 * (b - a) ^ 2 * (a ^ 2 + 6 * a * b + b ^ 2)) * h2
```

In the next proof, `hd` is the Chebyshev form of the factor. The first bullet evaluates it at `a`; the second bounds it on the band, using $(x-a)(b-x)\ge0$.

```lean
/-- For `0 < a < b`, the Chebyshev steps have worst damping `(b-a)²/(a²+6ab+b²)` on `[a, b]`. -/
theorem chebyshev_steps_worst {a b : ℝ} (ha : 0 < a) (hab : a < b) :
    IsWorstDamping a b (shortStep a b) (longStep a b)
      ((b - a) ^ 2 / (a ^ 2 + 6 * a * b + b ^ 2)) := by
  have hb : 0 < b := ha.trans hab
  have hD : 0 < a ^ 2 + 6 * a * b + b ^ 2 := by positivity
  obtain ⟨hs, hp⟩ := steps_sum_prod ha hb
  -- the damping factor is a shifted and scaled Chebyshev polynomial of degree two
  have hd : ∀ x, damping (shortStep a b) (longStep a b) x =
      (2 * (a + b - 2 * x) ^ 2 - (b - a) ^ 2) / (a ^ 2 + 6 * a * b + b ^ 2) := by
    intro x
    have h : damping (shortStep a b) (longStep a b) x =
        1 - (shortStep a b + longStep a b) * x + shortStep a b * longStep a b * x ^ 2 := by
      unfold damping
      ring
    rw [h, hs, hp]
    linear_combination (-1 : ℝ) * mul_inv_cancel₀ hD.ne'
  constructor
  · refine ⟨a, ⟨le_rfl, hab.le⟩, ?_⟩
    change |damping (shortStep a b) (longStep a b) a| = _
    have h : 2 * (a + b - 2 * a) ^ 2 - (b - a) ^ 2 = (b - a) ^ 2 := by ring
    rw [hd, h, abs_of_nonneg (by positivity)]
  · rintro _ ⟨x, ⟨h1, h2⟩, rfl⟩
    change |damping (shortStep a b) (longStep a b) x| ≤ _
    rw [hd, abs_div, abs_of_pos hD]
    gcongr ?_ / _
    rw [abs_le]
    constructor <;> nlinarith [sq_nonneg (a + b - 2 * x),
      mul_nonneg (sub_nonneg.2 h1) (sub_nonneg.2 h2)]
```

The set in `optimal_two_step` contains the worst damping of every pair of real steps. `IsLeast` says that the stated value belongs to it and lies below all its other members. The hypotheses `p1`, `p2` and `p3` bound the factor at the three points.

```lean
/-- For `0 < a < b`, the least possible maximum of `|(1 - r x)(1 - s x)|` over `[a, b]`, among all
real steps `r` and `s`, is `(b-a)²/(a²+6ab+b²)`. -/
theorem optimal_two_step {a b : ℝ} (ha : 0 < a) (hab : a < b) :
    IsLeast {M | ∃ r s, IsWorstDamping a b r s M}
      ((b - a) ^ 2 / (a ^ 2 + 6 * a * b + b ^ 2)) := by
  refine ⟨⟨_, _, chebyshev_steps_worst ha hab⟩, ?_⟩
  rintro M ⟨r, s, hM⟩
  have hb : 0 < b := ha.trans hab
  have h : ∀ x ∈ Icc a b, |damping r s x| ≤ M := fun x hx => hM.2 ⟨x, hx, rfl⟩
  have p1 := (abs_le.1 (h a ⟨le_rfl, hab.le⟩)).2
  have p2 := (abs_le.1 (h ((a + b) / 2) ⟨by linarith, by linarith⟩)).1
  have p3 := (abs_le.1 (h b ⟨hab.le, le_rfl⟩)).2
  -- bound each term of the three-point identity by `M`
  rw [div_le_iff₀ (by positivity)]
  nlinarith [three_point_identity a b r s,
    mul_le_mul_of_nonneg_left p1 (by positivity : 0 ≤ b * (a + b)),
    mul_le_mul_of_nonneg_left p2 (by positivity : 0 ≤ 4 * a * b),
    mul_le_mul_of_nonneg_left p3 (by positivity : 0 ≤ a * (a + b))]
```

The closing `nlinarith` deserves a closer look. This tactic searches for a proof of an inequality by adding up known ones, and it can also try products of hypotheses. Here the needed products are supplied: each bound is already multiplied by its nonnegative weight. With the products of variables treated as separate unknowns, adding these three inequalities to the identity gives $(b-a)^2\le MD$. The search is thus reduced to linear arithmetic, and the list of hints is the triangle inequality written out.

For uniqueness, `e1` and `e3` are the equalities at the ends of the band, and `hsum` and `hprod` are the relations for sum and product. The factorisation `hz` then makes `r` one of the two Chebyshev steps.

```lean
/-- For `0 < a < b`, only the two Chebyshev steps, in either order, reach the optimal worst
damping. -/
theorem optimal_steps_unique {a b r s : ℝ} (ha : 0 < a) (hab : a < b)
    (hM : IsWorstDamping a b r s ((b - a) ^ 2 / (a ^ 2 + 6 * a * b + b ^ 2))) :
    (r = shortStep a b ∧ s = longStep a b) ∨ (r = longStep a b ∧ s = shortStep a b) := by
  have hb : 0 < b := ha.trans hab
  have hD : 0 < a ^ 2 + 6 * a * b + b ^ 2 := by positivity
  obtain ⟨M, hdef⟩ : ∃ M, M = (b - a) ^ 2 / (a ^ 2 + 6 * a * b + b ^ 2) := ⟨_, rfl⟩
  rw [← hdef] at hM
  have hMD : M * (a ^ 2 + 6 * a * b + b ^ 2) = (b - a) ^ 2 := by
    rw [hdef]
    exact div_mul_cancel₀ _ hD.ne'
  have h : ∀ x ∈ Icc a b, |damping r s x| ≤ M := fun x hx => hM.2 ⟨x, hx, rfl⟩
  have p1 := (abs_le.1 (h a ⟨le_rfl, hab.le⟩)).2
  have p2 := (abs_le.1 (h ((a + b) / 2) ⟨by linarith, by linarith⟩)).1
  have p3 := (abs_le.1 (h b ⟨hab.le, le_rfl⟩)).2
  have c1 : 0 < b * (a + b) := by positivity
  have c3 : 0 < a * (a + b) := by positivity
  have q1 := mul_le_mul_of_nonneg_left p1 c1.le
  have q2 := mul_le_mul_of_nonneg_left p2 (by positivity : 0 ≤ 4 * a * b)
  have q3 := mul_le_mul_of_nonneg_left p3 c3.le
  have key := three_point_identity a b r s
  -- equality in the three-point bound fixes the factor at both ends of the band
  have e1 : damping r s a = M :=
    le_antisymm p1 (le_of_mul_le_mul_left (by nlinarith) c1)
  have e3 : damping r s b = M :=
    le_antisymm p3 (le_of_mul_le_mul_left (by nlinarith) c3)
  unfold damping at e1 e3
  have hsum : r + s = r * s * (a + b) := by
    apply mul_left_cancel₀ (sub_pos.2 hab).ne'
    linear_combination e1 - e3
  have hprod : r * s * (a ^ 2 + 6 * a * b + b ^ 2) = 8 := by
    apply mul_left_cancel₀ (mul_pos ha hb).ne'
    linear_combination (-(a ^ 2 + 6 * a * b + b ^ 2)) * e1
      - (a ^ 2 + 6 * a * b + b ^ 2) * a * hsum - hMD
  -- sum and product determine the pair
  obtain ⟨hs, hp⟩ := steps_sum_prod ha hb
  have hp' : r * s = shortStep a b * longStep a b := by
    rw [hp, eq_div_iff hD.ne']
    exact hprod
  have hs' : r + s = shortStep a b + longStep a b := by
    rw [hsum, hs, eq_div_iff hD.ne']
    linear_combination (a + b) * hprod
  have hz : (r - shortStep a b) * (r - longStep a b) = 0 := by
    linear_combination r * hs' - hp'
  rcases mul_eq_zero.1 hz with h0 | h0
  · exact Or.inl ⟨by linarith, by linarith⟩
  · exact Or.inr ⟨by linarith, by linarith⟩
```

## Equal steps and the strict gain

Setting both steps to `r` gives the restricted problem. The last hint to `nlinarith` is the square term $ab(p+q)^2$ from the derivation.

```lean
/-- For `0 < a < b`, the least possible worst damping of two sweeps with equal steps is
`((b-a)/(b+a))²`. -/
theorem optimal_equal_steps {a b : ℝ} (ha : 0 < a) (hab : a < b) :
    IsLeast {M | ∃ r, IsWorstDamping a b r r M} (((b - a) / (b + a)) ^ 2) := by
  have hb : 0 < b := ha.trans hab
  have hS : b + a ≠ 0 := by positivity
  have hd : ∀ x, damping (2 / (b + a)) (2 / (b + a)) x = ((b + a - 2 * x) / (b + a)) ^ 2 := by
    intro x
    have h : 1 - 2 / (b + a) * x = (b + a - 2 * x) / (b + a) := by
      linear_combination (-1 : ℝ) * mul_inv_cancel₀ hS
    unfold damping
    rw [h]
    ring
  refine ⟨⟨2 / (b + a), ⟨a, ⟨le_rfl, hab.le⟩, ?_⟩, ?_⟩, ?_⟩
  · change |damping (2 / (b + a)) (2 / (b + a)) a| = _
    rw [hd, abs_of_nonneg (sq_nonneg _)]
    ring
  · rintro _ ⟨x, ⟨h1, h2⟩, rfl⟩
    change |damping (2 / (b + a)) (2 / (b + a)) x| ≤ _
    rw [hd, abs_of_nonneg (sq_nonneg _), div_pow, div_pow]
    gcongr ?_ / _
    nlinarith [mul_nonneg (sub_nonneg.2 h1) (sub_nonneg.2 h2)]
  · rintro M ⟨r, hM⟩
    have h : ∀ x ∈ Icc a b, |damping r r x| ≤ M := fun x hx => hM.2 ⟨x, hx, rfl⟩
    have p1 := (abs_le.1 (h a ⟨le_rfl, hab.le⟩)).2
    have p3 := (abs_le.1 (h b ⟨hab.le, le_rfl⟩)).2
    unfold damping at p1 p3
    rw [div_pow, div_le_iff₀ (by positivity)]
    nlinarith [mul_le_mul_of_nonneg_left p1 (by positivity : 0 ≤ b * (a + b)),
      mul_le_mul_of_nonneg_left p3 (by positivity : 0 ≤ a * (a + b)),
      mul_nonneg (mul_pos ha hb).le (sq_nonneg ((1 - r * a) + (1 - r * b)))]
```

The final theorem compares the two optimal values, whose numerators agree, through their denominators.

```lean
/-- For `0 < a < b`, the optimal worst damping with two free steps is strictly below the optimal
worst damping with equal steps. -/
theorem two_steps_beat_equal_steps {a b : ℝ} (ha : 0 < a) (hab : a < b) :
    (b - a) ^ 2 / (a ^ 2 + 6 * a * b + b ^ 2) < ((b - a) / (b + a)) ^ 2 := by
  have hb : 0 < b := ha.trans hab
  rw [div_pow]
  exact div_lt_div_of_pos_left (pow_pos (sub_pos.2 hab) 2) (by positivity)
    (by nlinarith [mul_pos ha hb])

end

end TwoStepSmoothing
```

```lean
#print axioms TwoStepSmoothing.optimal_two_step
#print axioms TwoStepSmoothing.optimal_steps_unique
#print axioms TwoStepSmoothing.optimal_equal_steps
#print axioms TwoStepSmoothing.two_steps_beat_equal_steps
```

```
'TwoStepSmoothing.optimal_two_step' depends on axioms: [propext, Classical.choice, Quot.sound]
'TwoStepSmoothing.optimal_steps_unique' depends on axioms: [propext, Classical.choice, Quot.sound]
'TwoStepSmoothing.optimal_equal_steps' depends on axioms: [propext, Classical.choice, Quot.sound]
'TwoStepSmoothing.two_steps_beat_equal_steps' depends on axioms: [propext, Classical.choice, Quot.sound]
```

## Bands that reach zero or below

Take $a=0$ and $b=1$. Both optimal values equal 1, because no choice of steps damps a mode with eigenvalue zero. The strict inequality fails, and so does uniqueness: $r=s=0$ reaches the value 1 as well as the Chebyshev steps $4\mp2\sqrt2$ do. In these two theorems `0 < a` therefore cannot be weakened to $0\le a$.

For the optimal value itself, take $a=-1$ and $b=1$. The formula gives $4/(-4)=-1$, which is not the maximum of an absolute value, so `a < b` alone is not enough.
